# At large U, the half-filled Hubbard dimer's ground-state energy differs from -2t²/U - k/U³ by -2t²/U to leading order

For two sites with hopping t and on-site repulsion U, the half-filled Hubbard model has ground-state energy (U - √(U² + 16t²))/2; the lemma takes this formula as given and does not derive it from a Hamiltonian. It states that the energy minus (-2t²/U - k/U³), multiplied by U, tends to -2t² as U → ∞, for all real t and k. The proof writes the scaled difference as a function `g` of 1/U, which is continuous and equals -2t² at zero. It then has to check that `g U⁻¹` really is the scaled difference when U > 0, and it is the last step of this check that fails.

In Lean, a first try:

```lean
import Mathlib

open Filter Topology Matrix

namespace HubbardDimerUMP2

noncomputable section

/-- The exact energy minus `(-2t²/U - k/U³)`, multiplied by `U`, tends to `-2t²` as `U → ∞`, for
every `k`. -/
theorem scaled_error_limit (t k : ℝ) :
    Tendsto (fun U : ℝ => U * ((U - √(U ^ 2 + 16 * t ^ 2)) / 2
      - (-2 * t ^ 2 / U - k / U ^ 3))) atTop (𝓝 (-2 * t ^ 2)) := by
  -- rewrite as a continuous function of 1/U
  let g : ℝ → ℝ := fun x =>
    -8 * t ^ 2 / (1 + √(1 + 16 * t ^ 2 * x ^ 2)) + (2 * t ^ 2 + k * x ^ 2)
  have hg : Continuous g :=
    (Continuous.div (by fun_prop) (by fun_prop) (fun x => by positivity)).add (by fun_prop)
  have hg0 : g 0 = -2 * t ^ 2 := by
    simp only [g]
    norm_num
    ring
  have hlim : Tendsto (fun U : ℝ => g U⁻¹) atTop (𝓝 (-2 * t ^ 2)) := by
    rw [← hg0]
    exact (hg.tendsto 0).comp tendsto_inv_atTop_zero
  refine hlim.congr' ?_
  filter_upwards [eventually_gt_atTop (0 : ℝ)] with U hU
  have hs : U ^ 2 + 16 * t ^ 2 = U ^ 2 * (1 + 16 * t ^ 2 * U⁻¹ ^ 2) := by
    have hi : U * U⁻¹ = 1 := mul_inv_cancel₀ hU.ne'
    linear_combination -16 * t ^ 2 * (U * U⁻¹ + 1) * hi
  have hr : √(1 + 16 * t ^ 2 * U⁻¹ ^ 2) ^ 2 = 1 + 16 * t ^ 2 * U⁻¹ ^ 2 :=
    Real.sq_sqrt (by positivity)
  have hr0 := Real.sqrt_nonneg (1 + 16 * t ^ 2 * U⁻¹ ^ 2)
  simp only [g]
  rw [hs, Real.sqrt_mul (sq_nonneg U), Real.sqrt_sq hU.le]
  generalize √(1 + 16 * t ^ 2 * U⁻¹ ^ 2) = r at *
  have h1 : -8 * t ^ 2 / (1 + r) = U * (U - U * r) / 2 := by
    rw [div_eq_iff (by positivity)]
    linear_combination U ^ 2 / 2 * hr - hs / 2
  have h2 : U * (-2 * t ^ 2 / U - k / U ^ 3) = -(2 * t ^ 2 + k * U⁻¹ ^ 2) := by
    first
      | (field_simp; done)
      | (field_simp; ring)
  rw [h1, mul_sub, h2]
  ring

end

end HubbardDimerUMP2
```

The error:

```
Main.lean:44:19: error: Tactic `rewrite` failed: Did not find an occurrence of the pattern
  U * (-2 * t ^ 2 / U - k / U ^ 3)
in the target expression
  (U * U - U * (U * r)) / 2 + (2 * t ^ 2 + k * U⁻¹ ^ 2) = U * ((U - U * r) / 2 - (-2 * t ^ 2 / U - k / U ^ 3))

t k : ℝ
g : ℝ → ℝ := fun x => -8 * t ^ 2 / (1 + √(1 + 16 * t ^ 2 * x ^ 2)) + (2 * t ^ 2 + k * x ^ 2)
hg : Continuous g
hg0 : g 0 = -2 * t ^ 2
hlim : Tendsto (fun U => g U⁻¹) atTop (𝓝 (-2 * t ^ 2))
U : ℝ
hU : 0 < U
hs : U ^ 2 + 16 * t ^ 2 = U ^ 2 * (1 + 16 * t ^ 2 * U⁻¹ ^ 2)
r : ℝ
hr : r ^ 2 = 1 + 16 * t ^ 2 * U⁻¹ ^ 2
hr0 : 0 ≤ r
h1 : -8 * t ^ 2 / (1 + r) = U * (U - U * r) / 2
h2 : U * (-2 * t ^ 2 / U - k / U ^ 3) = -(2 * t ^ 2 + k * U⁻¹ ^ 2)
⊢ (U * U - U * (U * r)) / 2 + (2 * t ^ 2 + k * U⁻¹ ^ 2) = U * ((U - U * r) / 2 - (-2 * t ^ 2 / U - k / U ^ 3))
```

After these edits no error is left:

```diff
@@ -42,6 +42,5 @@
       | (field_simp; done)
       | (field_simp; ring)
-  rw [h1, mul_sub, h2]
-  ring
+  linear_combination h1 + h2
 
 end
```

Cause. The error says that `rw` cannot find the left side of `h2`, `U * (-2 * t ^ 2 / U - k / U ^ 3)`, in the goal. The step before it, `mul_sub`, was meant to produce that term by multiplying out the right side of the goal. But `rw` settles on the first match for its pattern and rewrites only copies of that match. After `h1` had been used, the first match was `U * (U - U * r)` on the left side, so that product was expanded and the right side stayed as it was.

The equations `h1` and `h2` are sound, and the goal follows from adding them. The repair says just this with `linear_combination h1 + h2`, which leaves `ring` to check that the goal and the sum differ only by algebra. No term has to appear in a particular form, so the order of matches no longer matters. The closing `ring` is dropped because `linear_combination` already does its work.
